# Tanimoto similarity of two nonempty fingerprints as a geometric series in the fraction of features absent from both

A molecular fingerprint is modelled here as a nonempty set of structural features drawn from a finite collection of N features, and the Tanimoto similarity of A and B is |A ∩ B| / |A ∪ B|. The theorem `tanimoto_hasSum` states that the series with terms |A ∩ B| mᵏ / Nᵏ⁺¹, for k = 0, 1, 2, …, sums to this similarity, where m is the number of features absent from both fingerprints. The proof shows that m/N is below one because the union is not empty, takes Mathlib's geometric series with that ratio, and multiplies it by |A ∩ B| / N. It then uses `convert` to match the result with the stated series, expecting two goals: one for the terms and one for the sum.

The failing Lean file:

```lean
import Mathlib

open Matrix

namespace TanimotoHasSum

noncomputable section

variable {α ι : Type*} [Fintype α] [DecidableEq α] [Fintype ι]

/-- A fingerprint is a nonempty set of structural features. -/
abbrev Fingerprint (α : Type*) := {A : Finset α // A.Nonempty}

/-- The Tanimoto similarity of two fingerprints: the number of shared features divided by
the number of features present in at least one of them. -/
def tanimoto (A B : Fingerprint α) : ℝ :=
  ((A.1 ∩ B.1).card : ℝ) / ((A.1 ∪ B.1).card : ℝ)

/-- The Tanimoto similarity is a geometric series in the fraction of features that are
absent from both fingerprints. -/
theorem tanimoto_hasSum (A B : Fingerprint α) :
    HasSum (fun k : ℕ => ((A.1 ∩ B.1).card : ℝ) * ((A.1 ∪ B.1)ᶜ.card : ℝ) ^ k
      / (Fintype.card α : ℝ) ^ (k + 1)) (tanimoto A B) := by
  have hU : (0 : ℝ) < ((A.1 ∪ B.1).card : ℝ) :=
    Nat.cast_pos.2 (Finset.card_pos.2 (A.2.mono Finset.subset_union_left))
  have hM : (0 : ℝ) ≤ ((A.1 ∪ B.1)ᶜ.card : ℝ) := Nat.cast_nonneg _
  have hsum : ((A.1 ∪ B.1).card : ℝ) + ((A.1 ∪ B.1)ᶜ.card : ℝ) = (Fintype.card α : ℝ) := by
    exact_mod_cast Finset.card_add_card_compl (A.1 ∪ B.1)
  have hN : (0 : ℝ) < (Fintype.card α : ℝ) := by linarith
  -- the ratio is below one because the union is not empty
  have hr : ((A.1 ∪ B.1)ᶜ.card : ℝ) / (Fintype.card α : ℝ) < 1 :=
    (div_lt_one hN).2 (by linarith)
  have hgap : 1 - ((A.1 ∪ B.1)ᶜ.card : ℝ) / (Fintype.card α : ℝ)
      = ((A.1 ∪ B.1).card : ℝ) / (Fintype.card α : ℝ) := by
    rw [eq_div_iff hN.ne', sub_mul, div_mul_cancel₀ _ hN.ne']
    linarith
  have h := (hasSum_geometric_of_lt_one (div_nonneg hM hN.le) hr).mul_left
    (((A.1 ∩ B.1).card : ℝ) / (Fintype.card α : ℝ))
  convert h using 1
  · funext k
    rw [div_pow, div_mul_div_comm, pow_succ']
  · rw [hgap, inv_div, div_mul_div_cancel₀ hN.ne']
    rfl

end

end TanimotoHasSum
```

Compiling this gives:

```
Main.lean:40:4: error: Tactic `apply` failed: could not unify the conclusion of `@funext`
  ?f = ?g
with the goal
  Real.instAddCommMonoid =
    CommRing.toNonUnitalCommRing.toNonUnitalNonAssocCommRing.toNonUnitalNonAssocSemiring.toAddCommMonoid

Note: The full type of `@funext` is
  ∀ {α : Sort ?u.174} {β : α → Sort ?u.173} {f g : (x : α) → β x}, (∀ (x : α), f x = g x) → f = g

case e'_3
α : Type u_1
inst✝¹ : Fintype α
inst✝ : DecidableEq α
A B : Fingerprint α
hU : 0 < ↑(↑A ∪ ↑B).card
hM : 0 ≤ ↑(↑A ∪ ↑B)ᶜ.card
hsum : ↑(↑A ∪ ↑B).card + ↑(↑A ∪ ↑B)ᶜ.card = ↑(Fintype.card α)
hN : 0 < ↑(Fintype.card α)
hr : ↑(↑A ∪ ↑B)ᶜ.card / ↑(Fintype.card α) < 1
hgap : 1 - ↑(↑A ∪ ↑B)ᶜ.card / ↑(Fintype.card α) = ↑(↑A ∪ ↑B).card / ↑(Fintype.card α)
h :
  HasSum (fun i => ↑(↑A ∩ ↑B).card / ↑(Fintype.card α) * (↑(↑A ∪ ↑B)ᶜ.card / ↑(Fintype.card α)) ^ i)
    (↑(↑A ∩ ↑B).card / ↑(Fintype.card α) * (1 - ↑(↑A ∪ ↑B)ᶜ.card / ↑(Fintype.card α))⁻¹)
⊢ Real.instAddCommMonoid =
    CommRing.toNonUnitalCommRing.toNonUnitalNonAssocCommRing.toNonUnitalNonAssocSemiring.toAddCommMonoid
Main.lean:42:8: error: Tactic `rewrite` failed: Did not find an occurrence of the pattern
  1 - ↑(↑A ∪ ↑B)ᶜ.card / ↑(Fintype.card α)
in the target expression
  (fun k => ↑(↑A ∩ ↑B).card * ↑(↑A ∪ ↑B)ᶜ.card ^ k / ↑(Fintype.card α) ^ (k + 1)) = fun i =>
    ↑(↑A ∩ ↑B).card / ↑(Fintype.card α) * (↑(↑A ∪ ↑B)ᶜ.card / ↑(Fintype.card α)) ^ i

case e'_5
α : Type u_1
inst✝¹ : Fintype α
inst✝ : DecidableEq α
A B : Fingerprint α
hU : 0 < ↑(↑A ∪ ↑B).card
hM : 0 ≤ ↑(↑A ∪ ↑B)ᶜ.card
hsum : ↑(↑A ∪ ↑B).card + ↑(↑A ∪ ↑B)ᶜ.card = ↑(Fintype.card α)
hN : 0 < ↑(Fintype.card α)
hr : ↑(↑A ∪ ↑B)ᶜ.card / ↑(Fintype.card α) < 1
hgap : 1 - ↑(↑A ∪ ↑B)ᶜ.card / ↑(Fintype.card α) = ↑(↑A ∪ ↑B).card / ↑(Fintype.card α)
h :
  HasSum (fun i => ↑(↑A ∩ ↑B).card / ↑(Fintype.card α) * (↑(↑A ∪ ↑B)ᶜ.card / ↑(Fintype.card α)) ^ i)
    (↑(↑A ∩ ↑B).card / ↑(Fintype.card α) * (1 - ↑(↑A ∪ ↑B)ᶜ.card / ↑(Fintype.card α))⁻¹)
⊢ (fun k => ↑(↑A ∩ ↑B).card * ↑(↑A ∪ ↑B)ᶜ.card ^ k / ↑(Fintype.card α) ^ (k + 1)) = fun i =>
    ↑(↑A ∩ ↑B).card / ↑(Fintype.card α) * (↑(↑A ∪ ↑B)ᶜ.card / ↑(Fintype.card α)) ^ i
Main.lean:23:58: error: unsolved goals
case e'_6
α : Type u_1
inst✝¹ : Fintype α
inst✝ : DecidableEq α
A B : Fingerprint α
hU : 0 < ↑(↑A ∪ ↑B).card
hM : 0 ≤ ↑(↑A ∪ ↑B)ᶜ.card
hsum : ↑(↑A ∪ ↑B).card + ↑(↑A ∪ ↑B)ᶜ.card = ↑(Fintype.card α)
hN : 0 < ↑(Fintype.card α)
hr : ↑(↑A ∪ ↑B)ᶜ.card / ↑(Fintype.card α) < 1
hgap : 1 - ↑(↑A ∪ ↑B)ᶜ.card / ↑(Fintype.card α) = ↑(↑A ∪ ↑B).card / ↑(Fintype.card α)
h :
  HasSum (fun i => ↑(↑A ∩ ↑B).card / ↑(Fintype.card α) * (↑(↑A ∪ ↑B)ᶜ.card / ↑(Fintype.card α)) ^ i)
    (↑(↑A ∩ ↑B).card / ↑(Fintype.card α) * (1 - ↑(↑A ∪ ↑B)ᶜ.card / ↑(Fintype.card α))⁻¹)
⊢ tanimoto A B = ↑(↑A ∩ ↑B).card / ↑(Fintype.card α) * (1 - ↑(↑A ∪ ↑B)ᶜ.card / ↑(Fintype.card α))⁻¹
```

Cause. `convert h using 1` leaves three goals, not two. The extra one comes first and asks that two `AddCommMonoid` structures on the reals be equal: `Real.instAddCommMonoid`, and the one in `h`, which is reached through the commutative ring structure.

The two bullets therefore meet the wrong goals. `funext k` is applied to the equation between structures, which is not an equation between functions, so it cannot unify. `rw [hgap, ...]` is applied to the equation between the terms of the series, where the pattern `1 - ...` of `hgap` does not occur. The equation between the sums, for which that rewrite was written, has no bullet left and is reported as unsolved.

The added `· rfl` closes the first goal, since the two structures are equal by definition. The old bullets then fall on the goals they were written for, and both work unchanged.

This version goes through:

```diff
@@ -38,4 +38,5 @@
     (((A.1 ∩ B.1).card : ℝ) / (Fintype.card α : ℝ))
   convert h using 1
+  · rfl
   · funext k
     rw [div_pow, div_mul_div_comm, pow_succ']
```
